# Ordered Products Invert a Unit Lower Bidiagonal Matrix over Any Ring

Solving a linear system with a matrix factorised as $LDL^\dagger$ begins with forward substitution through $L$. For a finite chain of equally sized layers with nearest-neighbour coupling, the matrix may be $ES-H$ at a real energy $E$, where $H$ is the Hamiltonian and $S$ the overlap matrix. If eliminating the layers in order meets only invertible pivot blocks, the factorisation exists with $L$ lower block bidiagonal and identity blocks on its diagonal. The inverse of $L$ can then be written down entry by entry.

## Row rules and the inverse

Number the sites $0,\dots,N-1$, and let the blocks $m_j$ be elements of a ring $R$, which need not be commutative. The matrix $L$ has $1$ on the diagonal, $-m_j$ at position $(j+1,j)$ and $0$ elsewhere. For the layered chain, $m_j=(H_{j+1,j}-ES_{j+1,j})\,d_j^{-1}$, where $d_j$ is the pivot block of layer $j$. The claim is that $L$ has a two-sided inverse $G$ with

$$G_{ii}=1,\qquad G_{ij}=0\ (i<j),\qquad G_{ij}=m_{i-1}m_{i-2}\cdots m_j\ (i>j).$$

For any $N\times N$ matrix $X$, multiplication by $L$ acts on rows:

$$(LX)_{0k}=X_{0k},\qquad (LX)_{j+1,k}=X_{j+1,k}-m_jX_{jk}.$$

Take $X=G$. Row $0$ is $G_{0k}=\delta_{0k}$, as required. In row $i=j+1$ there are three cases:

- If $k>i$, both terms vanish.
- If $k=i$, the result is $1-m_j\cdot 0=1$.
- If $k\le j$, then $G_{ik}=m_jG_{jk}$, and the terms cancel.

Hence $LG=1$.

Over a general ring, a right inverse need not be a left inverse. Here elimination settles the matter. If $LX=0$, the first row rule gives $X_{0k}=0$, and the second gives $X_{j+1,k}=m_jX_{jk}=0$ row by row, so $X=0$. Now

$$L(GL-1)=(LG)L-L=0,$$

and therefore $GL=1$.

For $N=3$, $m_0=2$ and $m_1=3$,

$$L=\begin{pmatrix}1&0&0\\-2&1&0\\0&-3&1\end{pmatrix},\qquad
G=\begin{pmatrix}1&0&0\\2&1&0\\6&3&1\end{pmatrix}.$$

With $b=(1,1,1)^T$, the solution of $Lx=b$ is $x=Gb=(1,3,10)^T$. Substituting back gives $3-2\cdot1=1$ and $10-3\cdot3=1$.

## Blocks, products and matrices in Lean

The type `R` carries only a ring structure. Taking `R` to be the $n\times n$ complex matrices gives the block case, with all blocks square and of one size.

```lean
import Mathlib

open Matrix

namespace BlockBidiagonalInverse

variable {R : Type*} [Ring R] {N : ℕ}
```

The ordered product is defined by recursion on its number of factors: `transfer m j k` is $m_{j+k-1}\cdots m_j$, and the empty product is $1$.

```lean
/-- The ordered product `m (j+k-1) * ... * m j` of `k` successive blocks starting at site `j`,
with later blocks on the left. -/
def transfer (m : ℕ → R) (j : ℕ) : ℕ → R
  | 0 => 1
  | k + 1 => m (j + k) * transfer m j k
```

The indices of type `Fin N` run from $0$ to $N-1$. The sequence `m` is defined on all natural numbers, but the matrix uses only $m_0,\dots,m_{N-2}$. This is $L$:

```lean
/-- The lower bidiagonal matrix with ones on the diagonal and `-m j` at position `(j+1, j)`. -/
def bidiagonal (m : ℕ → R) : Matrix (Fin N) (Fin N) R :=
  fun i j => if i = j then 1 else if i.val = j.val + 1 then -m j.val else 0
```

The candidate inverse $G$ is `propagator`. Its entries on and below the diagonal are ordered products with $i-j$ factors. Despite the name, $G$ is the inverse of $L$ and not the Green's function $(ES-H)^{-1}$, which equals $G^\dagger D^{-1}G$. The composition rule proved below holds for $G$, but in general not for the Green's function.

```lean
/-- The lower triangular matrix whose entry `(i, j)` is the ordered product of the blocks
leading from site `j` to site `i`. -/
def propagator (m : ℕ → R) : Matrix (Fin N) (Fin N) R :=
  fun i j => if j ≤ i then transfer m j.val (i.val - j.val) else 0
```

## Elimination from the first row down

The two row rules come from the sum that defines a matrix product. In the first row only the diagonal term survives, which `Fintype.sum_eq_single` isolates.

```lean
/-- Left multiplication by the bidiagonal matrix leaves the first row unchanged. -/
theorem first_row (m : ℕ → R) (X : Matrix (Fin N) (Fin N) R) (i k : Fin N)
    (hi : i.val = 0) : (bidiagonal (N := N) m * X) i k = X i k := by
  have hd : bidiagonal m i i = 1 := by simp [bidiagonal]
  rw [Matrix.mul_apply, Fintype.sum_eq_single i, hd, one_mul]
  intro l hl
  have h1 : ¬ i = l := fun h => hl h.symm
  have h2 : ¬ i.val = l.val + 1 := by omega
  have h0 : bidiagonal m i l = 0 := by
    unfold bidiagonal
    rw [if_neg h1, if_neg h2]
  rw [h0, zero_mul]
```

In a later row two terms survive, and `Fintype.sum_eq_add` picks them out. The hypothesis `h` says that row `j` is directly above row `i`.

```lean
/-- In every later row, left multiplication by the bidiagonal matrix subtracts `m j` times the
previous row `j`. -/
theorem next_row (m : ℕ → R) (X : Matrix (Fin N) (Fin N) R) (i j k : Fin N)
    (h : i.val = j.val + 1) :
    (bidiagonal (N := N) m * X) i k = X i k - m j.val * X j k := by
  have hne : i ≠ j := by
    intro e
    rw [e] at h
    omega
  have hd : bidiagonal m i i = 1 := by simp [bidiagonal]
  have ho : bidiagonal m i j = -m j.val := by
    unfold bidiagonal
    rw [if_neg hne, if_pos h]
  rw [Matrix.mul_apply, Fintype.sum_eq_add i j hne, hd, ho, one_mul, neg_mul, sub_eq_add_neg]
  rintro l ⟨hl, hlj⟩
  have h1 : ¬ i = l := fun e => hl e.symm
  have h2 : ¬ i.val = l.val + 1 := fun e => hlj (Fin.ext (by omega))
  have h0 : bidiagonal m i l = 0 := by
    unfold bidiagonal
    rw [if_neg h1, if_neg h2]
  rw [h0, zero_mul]
```

Forward elimination is an induction on the row number. The base case uses the first rule. The induction step uses the second, with the previous row already known to vanish.

```lean
/-- Forward elimination: the homogeneous bidiagonal system has only the zero solution. -/
theorem forward_elimination (m : ℕ → R) (X : Matrix (Fin N) (Fin N) R)
    (h : bidiagonal (N := N) m * X = 0) : X = 0 := by
  have key : ∀ n : ℕ, ∀ i : Fin N, i.val = n → ∀ k, X i k = 0 := by
    intro n
    induction n with
    | zero =>
      intro i hi k
      rw [← first_row m X i k hi, h]
      rfl
    | succ n ih =>
      intro i hi k
      have hn : n < N := by
        have := i.isLt
        omega
      have e : (bidiagonal (N := N) m * X) i k = 0 := by
        rw [h]
        rfl
      rw [next_row m X i ⟨n, hn⟩ k hi, ih ⟨n, hn⟩ rfl k, mul_zero, sub_zero] at e
      exact e
  ext i k
  exact key i.val i rfl k
```

## The two-sided inverse

The theorem states five things for every ring, every $N$ and every sequence of blocks: $LG=1$, $GL=1$, and the values of $G$ on, above and below the diagonal.

The proof of `hright` treats the first row separately, then splits later rows by `lt_trichotomy` into the three cases above. Below the diagonal, unfolding `transfer` once produces the cancelling factor $m_j$. The last lines apply `forward_elimination` to $GL-1$.

```lean
/-- The bidiagonal matrix has the propagator as two-sided inverse, with ones on the diagonal,
zeros above it, and the ordered product `m (i-1) * ... * m j` at each position below it. -/
theorem bidiagonal_inverse (m : ℕ → R) :
    bidiagonal m * propagator m = (1 : Matrix (Fin N) (Fin N) R) ∧
    propagator m * bidiagonal m = (1 : Matrix (Fin N) (Fin N) R) ∧
    (∀ i : Fin N, propagator m i i = 1) ∧
    (∀ i j : Fin N, i < j → propagator m i j = 0) ∧
    (∀ i j : Fin N, j < i → propagator m i j = transfer m j.val (i.val - j.val)) := by
  have hdiag : ∀ i : Fin N, propagator m i i = 1 := fun i => by simp [propagator, transfer]
  have hup : ∀ i j : Fin N, i < j → propagator m i j = 0 := fun i j h => by
    unfold propagator
    rw [if_neg (not_le_of_gt h)]
  have hlow : ∀ i j : Fin N, j ≤ i →
      propagator m i j = transfer m j.val (i.val - j.val) := fun i j h => by
    unfold propagator
    rw [if_pos h]
  have hright : bidiagonal m * propagator m = (1 : Matrix (Fin N) (Fin N) R) := by
    ext i k
    rcases Nat.eq_zero_or_pos i.val with hi | hi
    · rw [first_row m _ i k hi]
      by_cases hik : i = k
      · rw [← hik, hdiag, Matrix.one_apply_eq]
      · have hlt : i < k := Fin.lt_def.mpr (by
          have : i.val ≠ k.val := fun e => hik (Fin.ext e)
          omega)
        rw [hup i k hlt, Matrix.one_apply_ne hik]
    · obtain ⟨j, hj⟩ : ∃ j : Fin N, i.val = j.val + 1 :=
        ⟨⟨i.val - 1, by have := i.isLt; omega⟩, by show i.val = i.val - 1 + 1; omega⟩
      rw [next_row m _ i j k hj]
      rcases lt_trichotomy i k with h | h | h
      · have hjk : j < k := Fin.lt_def.mpr (by have := Fin.lt_def.mp h; omega)
        rw [hup i k h, hup j k hjk, Matrix.one_apply_ne h.ne, mul_zero, sub_zero]
      · have hji : j < i := Fin.lt_def.mpr (by omega)
        rw [← h, hdiag, hup j i hji, Matrix.one_apply_eq, mul_zero, sub_zero]
      · -- below the diagonal the recursion of the ordered product cancels the two terms
        have hv := Fin.lt_def.mp h
        have hkj : k ≤ j := Fin.le_def.mpr (by omega)
        have e1 : i.val - k.val = (j.val - k.val) + 1 := by omega
        have e2 : k.val + (j.val - k.val) = j.val := by omega
        rw [hlow i k h.le, hlow j k hkj, e1, transfer, e2, sub_self,
          Matrix.one_apply_ne h.ne']
  refine ⟨hright, ?_, hdiag, hup, fun i j h => hlow i j h.le⟩
  -- the defect of the left inverse solves the homogeneous system
  apply sub_eq_zero.mp
  apply forward_elimination m
  rw [mul_sub, ← mul_assoc, hright, one_mul, mul_one, sub_self]
```

## Forward substitution in closed form

If $Lx=b$, then $x=GLx=Gb$. Conversely, $x=Gb$ gives $Lx=LGb=b$. Written out, with the empty product at $j=i$,

$$x_i=\sum_{j\le i}m_{i-1}\cdots m_j\,b_j.$$

The theorem states this as an equivalence, and its two directions use $GL=1$ and $LG=1$ respectively. The components of `x` and `b` lie in `R`, so in the block case they are square blocks; an ordinary vector on each site can be stored as one column of such a block, with the other columns zero.

```lean
/-- Forward substitution in closed form: the solution at site `i` is the sum of the sources at
all sites `j ≤ i`, each carried to `i` by the ordered product of blocks. -/
theorem forward_substitution (m : ℕ → R) (x b : Fin N → R) :
    bidiagonal m *ᵥ x = b ↔
      ∀ i, x i = ∑ j ∈ Finset.univ.filter (fun j => j ≤ i),
        transfer m j.val (i.val - j.val) * b j := by
  obtain ⟨hr, hl, -⟩ := bidiagonal_inverse (N := N) m
  have hG : ∀ i, (propagator m *ᵥ b) i = ∑ j ∈ Finset.univ.filter (fun j => j ≤ i),
      transfer m j.val (i.val - j.val) * b j := by
    intro i
    rw [Finset.sum_filter]
    show ∑ j, propagator m i j * b j = _
    refine Finset.sum_congr rfl fun j _ => ?_
    by_cases h : j ≤ i <;> simp [propagator, h]
  constructor
  · intro h i
    rw [← hG i, ← h, Matrix.mulVec_mulVec, hl, Matrix.one_mulVec]
  · intro h
    have hx : x = propagator m *ᵥ b := funext fun i => (h i).trans (hG i).symm
    rw [hx, Matrix.mulVec_mulVec, hr, Matrix.one_mulVec]
```

## Composition and equal blocks

Splitting a product of $a+b$ factors after the first $a$ steps gives the later $b$ factors on the left. The proof is by induction on `b`, with associativity moving the newest block into place.

```lean
/-- Ordered products compose: `a + b` steps are `a` steps followed by `b` steps. -/
theorem transfer_add (m : ℕ → R) (j a b : ℕ) :
    transfer m j (a + b) = transfer m (j + a) b * transfer m j a := by
  induction b with
  | zero => simp [transfer]
  | succ b ih =>
    show m (j + (a + b)) * transfer m j (a + b) =
      m (j + a + b) * transfer m (j + a) b * transfer m j a
    rw [ih, mul_assoc, add_assoc j a b]
```

For $k\le j\le i$, the product from $k$ to $i$ splits at site $j$:

$$G_{ik}=(m_{i-1}\cdots m_j)(m_{j-1}\cdots m_k)=G_{ij}G_{jk}.$$

```lean
/-- Propagation from site `k` to site `i` factorises through every intermediate site `j`. -/
theorem propagator_comp (m : ℕ → R) (i j k : Fin N) (hkj : k ≤ j) (hji : j ≤ i) :
    propagator m i k = propagator m i j * propagator m j k := by
  have h1 := Fin.le_def.mp hkj
  have h2 := Fin.le_def.mp hji
  have e1 : i.val - k.val = (j.val - k.val) + (i.val - j.val) := by omega
  have e2 : k.val + (j.val - k.val) = j.val := by omega
  unfold propagator
  rw [if_pos (hkj.trans hji), if_pos hji, if_pos hkj, e1, transfer_add, e2]
```

If every block $m_j$ equals $a$, the product has $i-j$ equal factors, so $G_{ij}=a^{i-j}$ for $j\le i$. The word "uniform" in the code refers to the $m_j$, not to the layers. Identical layers generally give unequal $m_j$, because the pivots change along the chain. For example, take one orbital per layer, $S=1$, zero on-site energy, real hopping $t\ne0$ and $E=2t$. The first pivots are $d_0=2t$ and $d_1=2t-t^2/(2t)=3t/2$, so $m_0=1/2$ but $m_1=2/3$.

```lean
/-- For a uniform chain with the same block `a` at every step, the propagator from `j` to
`i ≥ j` is the power `a ^ (i - j)`. -/
theorem propagator_uniform (a : R) (i j : Fin N) (h : j ≤ i) :
    propagator (fun _ => a) i j = a ^ (i.val - j.val) := by
  have hp : ∀ k, transfer (fun _ => a) j.val k = a ^ k := by
    intro k
    induction k with
    | zero => simp [transfer]
    | succ k ih => rw [transfer, ih, pow_succ']
  unfold propagator
  rw [if_pos h, hp]
```

## Inverting the factorised matrix

Let $D$ be diagonal with invertible pivots $d_i$. Since $L^\dagger G^\dagger=(GL)^\dagger=1$,

$$(LDL^\dagger)(G^\dagger D^{-1}G)=LD(L^\dagger G^\dagger)D^{-1}G=LDD^{-1}G=LG=1.$$

In the other order, $GL=1$ removes the inner factors, $D^{-1}D=1$ follows, and $G^\dagger L^\dagger=(LG)^\dagger=1$ finishes the calculation.

In Lean, `StarRing R` supplies the adjoint of a block, so `Lᴴ` transposes the block positions and takes the adjoint of each block. The type `Rˣ` makes each pivot invertible by assumption. In the code `E` denotes $D^{-1}$, not the energy. The two `calc` chains follow the calculation above.

For the layered chain, $d_i$ is the block of $ES-H$ on layer $i$ after the preceding layers have been eliminated. Its invertibility means that $E$ is not an eigenvalue of the chain cut off after layer $i$, provided the earlier pivots are invertible. The theorem starts from the factors; whether a given matrix has such a factorisation, and how rounding errors grow in the products, are separate questions.

```lean
/-- A matrix factorised as `L D Lᴴ`, with `L` bidiagonal and `D` diagonal with invertible
pivots, has the two-sided inverse `Gᴴ D⁻¹ G`, where `G` is the propagator. -/
theorem factorised_inverse [StarRing R] (m : ℕ → R) (d : Fin N → Rˣ) :
    let L : Matrix (Fin N) (Fin N) R := bidiagonal m
    let G : Matrix (Fin N) (Fin N) R := propagator m
    let D : Matrix (Fin N) (Fin N) R := diagonal fun i => (d i : R)
    let E : Matrix (Fin N) (Fin N) R := diagonal fun i => ((d i)⁻¹ : Rˣ)
    (L * D * Lᴴ) * (Gᴴ * E * G) = 1 ∧ (Gᴴ * E * G) * (L * D * Lᴴ) = 1 := by
  intro L G D E
  obtain ⟨hr, hl, -⟩ := bidiagonal_inverse (N := N) m
  have hLG : L * G = 1 := hr
  have hGL : G * L = 1 := hl
  have hDE : D * E = 1 := by simp [D, E, Matrix.diagonal_mul_diagonal]
  have hED : E * D = 1 := by simp [D, E, Matrix.diagonal_mul_diagonal]
  have h1 : Lᴴ * Gᴴ = 1 := by
    rw [← Matrix.conjTranspose_mul, hGL, Matrix.conjTranspose_one]
  have h2 : Gᴴ * Lᴴ = 1 := by
    rw [← Matrix.conjTranspose_mul, hLG, Matrix.conjTranspose_one]
  constructor
  · calc (L * D * Lᴴ) * (Gᴴ * E * G) = L * (D * (Lᴴ * Gᴴ) * E) * G := by
          simp only [Matrix.mul_assoc]
      _ = 1 := by rw [h1, mul_one, hDE, mul_one, hLG]
  · calc (Gᴴ * E * G) * (L * D * Lᴴ) = Gᴴ * (E * (G * L) * D) * Lᴴ := by
          simp only [Matrix.mul_assoc]
      _ = 1 := by rw [hGL, mul_one, hED, mul_one, h2]

end BlockBidiagonalInverse
```

```lean
#print axioms BlockBidiagonalInverse.bidiagonal_inverse
#print axioms BlockBidiagonalInverse.forward_substitution
#print axioms BlockBidiagonalInverse.propagator_uniform
#print axioms BlockBidiagonalInverse.factorised_inverse
```

```
'BlockBidiagonalInverse.bidiagonal_inverse' depends on axioms: [propext, Classical.choice, Quot.sound]
'BlockBidiagonalInverse.forward_substitution' depends on axioms: [propext, Classical.choice, Quot.sound]
'BlockBidiagonalInverse.propagator_uniform' depends on axioms: [propext]
'BlockBidiagonalInverse.factorised_inverse' depends on axioms: [propext, Classical.choice, Quot.sound]
```
